# The total weight of ideal N-boson states with at least k bosons in a given level

For `N` non-interacting bosons in finitely many levels, each occupation-number state has the unnormalised weight ∏ⱼ xⱼ^nⱼ, and h_N is the sum of these weights over all `N`-boson states. The lemma says that, for k ≤ N, the states with at least `k` bosons in level `i` have total weight xᵢ^k · h_(N−k). The xⱼ may be any elements of a commutative ring; when they are positive Boltzmann factors, dividing by h_N gives the canonical probability that level `i` holds at least `k` bosons. The attempt matches the states of N − k bosons with the required `N`-boson states by adding `k` bosons to level `i`, with removal of those bosons as the inverse.

In Lean, a first try:

```lean
import Mathlib

open Finset

namespace IdealBosonRecursion

noncomputable section

variable {ι R : Type*} [Fintype ι] [DecidableEq ι] [CommRing R]

/-- The occupation-number states of `N` bosons distributed over the levels `ι`. -/
def configs (ι : Type*) [Fintype ι] [DecidableEq ι] (N : ℕ) : Finset (ι → ℕ) :=
  Finset.piAntidiag Finset.univ N

/-- The weight of an occupation-number state: one factor `x i` for each boson in level `i`. -/
def weight (x : ι → R) (n : ι → ℕ) : R := ∏ i, x i ^ n i

/-- The complete homogeneous symmetric polynomial `h_N` at the Boltzmann factors `x`:
the sum of the weights of all `N`-boson states. -/
def completeHomog (x : ι → R) (N : ℕ) : R := ∑ n ∈ configs ι N, weight x n

/-- A list of occupation numbers is an `N`-boson state exactly when the occupations add up
to `N`. -/
theorem mem_configs {N : ℕ} {n : ι → ℕ} : n ∈ configs ι N ↔ ∑ i, n i = N := by
  simp [configs]

/-- The `N`-boson states with at least `k` bosons in level `i` have total weight
`x_i ^ k * h_(N-k)`. -/
theorem sum_weight_occupation_ge (x : ι → R) (i : ι) {k N : ℕ} (hk : k ≤ N) :
    ∑ n ∈ (configs ι N).filter (fun n => k ≤ n i), weight x n
      = x i ^ k * completeHomog x (N - k) := by
  have hs : ∑ j, (Pi.single i k : ι → ℕ) j = k := by
    simp [Pi.single_apply]
  have hp : ∏ j, x j ^ (Pi.single i k : ι → ℕ) j = x i ^ k := by
    rw [Fintype.prod_eq_single i (fun j hj => by simp [Pi.single_apply, hj])]
    simp
  have hback : ∀ n : ι → ℕ, k ≤ n i → n - Pi.single i k + Pi.single i k = n := by
    intro n hn
    funext j
    simp only [Pi.add_apply, Pi.sub_apply, Pi.single_apply]
    split_ifs with h
    · subst h
      omega
    · omega
  rw [completeHomog, Finset.mul_sum]
  symm
  -- adding `k` bosons to level `i` is inverse to removing them
  refine Finset.sum_nbij' (fun m => m + Pi.single i k) (fun n => n - Pi.single i k)
    ?_ ?_ ?_ ?_ ?_
  · intro m hm
    have hm' := mem_configs.mp hm
    refine Finset.mem_filter.mpr ⟨mem_configs.mpr ?_, ?_⟩
    · simp only [Pi.add_apply, Finset.sum_add_distrib, hs]
      omega
    · simp
  · intro n hn
    obtain ⟨h1, h2⟩ := Finset.mem_filter.mp hn
    have h3 := mem_configs.mp h1
    have h4 : ∑ j, (n - Pi.single i k) j + ∑ j, (Pi.single i k : ι → ℕ) j = ∑ j, n j := by
      rw [← Finset.sum_add_distrib]
      exact Finset.sum_congr rfl fun j _ => congrFun (hback n h2) j
    rw [hs, h3] at h4
    exact mem_configs.mpr (Nat.eq_sub_of_add_eq h4)
  · intro m _
    funext j
    simp
  · intro n hn
    exact hback n (Finset.mem_filter.mp hn).2
  · intro m _
    simp only [weight, Pi.add_apply, pow_add, Finset.prod_mul_distrib, hp]
    ring

end

end IdealBosonRecursion
```

Lean reports:

```
Main.lean:59:19: error: Function expected at
  n - Pi.single i ?m.345
but this term has type
  ?m.348

Note: Expected a function because this term is being applied to the argument
  j
Main.lean:35:55: warning: This simp argument is unused:
  Pi.single_apply

Hint: Omit it from the simp argument list.
  [apply] simp [hj]

Note: This linter can be disabled with `set_option linter.unusedSimpArgs false`
```

Lean accepts the file once it reads:

```diff
@@ -33,5 +33,5 @@
     simp [Pi.single_apply]
   have hp : ∏ j, x j ^ (Pi.single i k : ι → ℕ) j = x i ^ k := by
-    rw [Fintype.prod_eq_single i (fun j hj => by simp [Pi.single_apply, hj])]
+    rw [Fintype.prod_eq_single i (fun j hj => by simp [hj])]
     simp
   have hback : ∀ n : ι → ℕ, k ≤ n i → n - Pi.single i k + Pi.single i k = n := by
@@ -57,5 +57,6 @@
     obtain ⟨h1, h2⟩ := Finset.mem_filter.mp hn
     have h3 := mem_configs.mp h1
-    have h4 : ∑ j, (n - Pi.single i k) j + ∑ j, (Pi.single i k : ι → ℕ) j = ∑ j, n j := by
+    have h4 : ∑ j, (n - (Pi.single i k : ι → ℕ) : ι → ℕ) j
+        + ∑ j, (Pi.single i k : ι → ℕ) j = ∑ j, n j := by
       rw [← Finset.sum_add_distrib]
       exact Finset.sum_congr rfl fun j _ => congrFun (hback n h2) j
```

What went wrong. The error is in the statement of `h4`, where the difference `n - Pi.single i k` is applied to a level `j`. Lean must know that the difference is a function before it can apply it, and the type of `n` alone does not settle this, because Lean's general subtraction allows the two operands and the result to have different types. The other operand did not help. `Pi.single` can build functions whose value type varies with the level, and with no type written on it here, that choice was still open; the message even shows `k` as a placeholder, `?m.345`. The type of the difference was therefore still unknown, `?m.348`, when Lean reached the argument `j`.

The repair writes the type `ι → ℕ` on `Pi.single i k`, which fixes its value type as `ℕ`, and on the whole difference, which says outright that the result is a function. It can then be applied to `j`. The sum is otherwise unchanged, and so is the proof of `h4`.

The warning is a separate matter. In the proof of `hp`, `simp` did not use the supplied lemma `Pi.single_apply`, and `simp [hj]` is enough. Removing the lemma is mere tidying and has no part in curing the error.
